# The sign of a real symmetric matrix as a resolvent integral, and the density matrix it gives

## Inverses instead of eigenvectors

A density matrix can be built without diagonalising the Hamiltonian $H$. One chooses points $\mu \pm it$ on the vertical line through the chemical potential $\mu$, inverts the shifted Hamiltonian at each, and adds the inverses with quadrature weights. The sum approximates an integral over $t$. For a finite real symmetric one-electron Hamiltonian with no level at $\mu$, the exact integral, suitably normalised, is the matrix $\mathrm{sign}(H-\mu)$, which has the orbitals of $H$ with value $-1$ below $\mu$ and $+1$ above. The zero-temperature density matrix is then $\tfrac12\left[1-\mathrm{sign}(H-\mu)\right]$.

Put $K = H-\mu$. Since $(K-it)(K+it)=K^2+t^2$, we have $(K\mp it)^{-1}=(K\pm it)(K^2+t^2)^{-1}$ whenever $K^2+t^2$ is invertible, and adding the two gives

$$K(K^2+t^2)^{-1}=\tfrac12\left[(K-it)^{-1}+(K+it)^{-1}\right].$$

For real $K$ and $t$ the two resolvents are complex conjugates, so one inversion per pair $\mu\pm it$ suffices.

## One Lorentzian per orbital

Let $K=U\,\mathrm{diag}(k)\,U^T$ with $U$ real orthogonal; column $m$ of $U$ is the orbital with value $k_m$. Because $U^TU=1$, matrices of this form multiply by multiplying their values. For $t>0$ every $k_m^2+t^2$ is positive, so the inverse exists and

$$\left[K(K^2+t^2)^{-1}\right]_{ij}=\sum_m U_{im}\,\frac{k_m}{k_m^2+t^2}\,U_{jm}.$$

If $k_m>0$, the derivative of $\arctan(t/k_m)$ is $k_m/(k_m^2+t^2)$, and the integral over $t>0$ is $\pi/2$. The integrand is odd in $k_m$, so a negative value gives $-\pi/2$; for $k_m=0$ the integrand vanishes. Summing over orbitals,

$$\frac2\pi\int_0^\infty K(K^2+t^2)^{-1}\,dt=U\,\mathrm{diag}(\mathrm{sign}\,k)\,U^T,\qquad \mathrm{sign}\,0=0.$$

The square of the right-hand side has values $(\mathrm{sign}\,k_m)^2$, so it is the identity exactly when no $k_m$ vanishes.

For levels $\varepsilon_m$ of $H$, set $k_m=\varepsilon_m-\mu$. Then $\tfrac12(1-\mathrm{sign}\,k_m)$ is 1 below $\mu$ and 0 above.

## What the theorems say

`spectral U d` is $U\,\mathrm{diag}(d)\,U^T$, and the hypothesis `U * Uᵀ = 1` states orthogonality. `signKernel K t` is the integrand, and `resolventIntegral K` integrates it entry by entry, with the factor $2/\pi$ included.

- `resolventIntegral_eq_sign` gives integrability of every entry and the sign formula, with no condition on $k$.
- `resolventIntegral_sq_eq_one_iff` says that the result squares to one if and only if all $k_m\neq0$.
- `densityMatrix_eq` says that $\tfrac12(1-R)$, with $R$ the `resolventIntegral` of $H-\mu$, is the density matrix with the levels below $\mu$ filled and those above empty. It assumes that $\mu$ is not a level, which physically means that no orbital sits at the chemical potential with its filling undecided.
- `signKernel_eq_resolvents` writes the integrand as half the sum of the two resolvents, for a complex matrix $A$ and complex $t$, assuming that $A^2+t^2$ is invertible.

The basis is finite and orthonormal, and occupations count one electron per spin orbital. Quadrature error, sparsity and the cost of the inversions are not treated.

## The Lean file

```lean
import Mathlib

open Matrix MeasureTheory Set Filter Topology

namespace ResolventDensityMatrix

noncomputable section

variable {n : Type*} [Fintype n] [DecidableEq n]

/-- The real matrix `U diag(d) Uᵀ` with orbital coefficients `U` and values `d`. -/
def spectral (U : Matrix n n ℝ) (d : n → ℝ) : Matrix n n ℝ :=
  U * diagonal d * Uᵀ

/-- The integrand `K (K² + t²)⁻¹` of the resolvent formula. -/
def signKernel {F : Type*} [Field F] (K : Matrix n n F) (t : F) : Matrix n n F :=
  K * (K ^ 2 + t ^ 2 • (1 : Matrix n n F))⁻¹

/-- The entrywise integral `(2/π) ∫ K (K² + t²)⁻¹ dt` over `t > 0`. -/
def resolventIntegral (K : Matrix n n ℝ) : Matrix n n ℝ :=
  Matrix.of fun i j => 2 / Real.pi * ∫ t in Ioi (0 : ℝ), signKernel K t i j

/-- If `A² + t²` is invertible, the integrand is half the sum of the resolvents of `A` at the points
`it` and `-it`. -/
theorem signKernel_eq_resolvents (A : Matrix n n ℂ) (t : ℂ)
    (h : IsUnit (A ^ 2 + t ^ 2 • (1 : Matrix n n ℂ)).det) :
    signKernel A t = (1 / 2 : ℂ) • ((A - (Complex.I * t) • (1 : Matrix n n ℂ))⁻¹
      + (A + (Complex.I * t) • (1 : Matrix n n ℂ))⁻¹) := by
  -- factorise A² + t² = (A - c)(A + c) for c² = -t²
  have key : ∀ c : ℂ, c * c = -t ^ 2 → (A - c • (1 : Matrix n n ℂ))⁻¹
      = (A + c • (1 : Matrix n n ℂ)) * (A ^ 2 + t ^ 2 • (1 : Matrix n n ℂ))⁻¹ := by
    intro c hc
    apply Matrix.inv_eq_right_inv
    have hf : (A - c • (1 : Matrix n n ℂ)) * (A + c • (1 : Matrix n n ℂ))
        = A ^ 2 + t ^ 2 • (1 : Matrix n n ℂ) := by
      simp only [sub_mul, mul_add, smul_mul_assoc, mul_smul_comm, one_mul, mul_one,
        smul_sub, smul_smul]
      rw [hc, pow_two A, neg_smul]
      abel
    rw [← mul_assoc, hf, Matrix.mul_nonsing_inv _ h]
  have hI : (Complex.I * t) * (Complex.I * t) = -t ^ 2 := by
    linear_combination t ^ 2 * Complex.I_mul_I
  have h1 := key (Complex.I * t) hI
  have h2 := key (-(Complex.I * t)) (by rw [neg_mul_neg, hI])
  rw [neg_smul, sub_neg_eq_add, ← sub_eq_add_neg] at h2
  have h3 : A + (Complex.I * t) • (1 : Matrix n n ℂ)
      + (A - (Complex.I * t) • (1 : Matrix n n ℂ)) = (2 : ℂ) • A := by module
  rw [h1, h2, ← add_mul, h3, smul_mul_assoc, smul_smul]
  norm_num [signKernel]

/-- Orthonormal rows of a square real matrix give orthonormal columns. -/
theorem transpose_mul_self {U : Matrix n n ℝ} (hU : U * Uᵀ = 1) :
    Uᵀ * U = 1 :=
  mul_eq_one_comm.mp hU

/-- An entry of `U diag(d) Uᵀ` is a sum over orbitals. -/
theorem spectral_apply (U : Matrix n n ℝ) (d : n → ℝ) (i j : n) :
    spectral U d i j = ∑ m, U i m * d m * U j m := by
  simp only [spectral, Matrix.mul_apply (M := U * diagonal d), Matrix.mul_diagonal,
    Matrix.transpose_apply]

/-- Matrices with the same orthonormal orbitals multiply by multiplying their values. -/
theorem spectral_mul {U : Matrix n n ℝ} (hU : U * Uᵀ = 1) (a b : n → ℝ) :
    spectral U a * spectral U b = spectral U (fun m => a m * b m) := by
  unfold spectral
  calc U * diagonal a * Uᵀ * (U * diagonal b * Uᵀ)
      = U * diagonal a * (Uᵀ * U) * diagonal b * Uᵀ := by simp only [Matrix.mul_assoc]
    _ = U * (diagonal a * diagonal b) * Uᵀ := by
        rw [transpose_mul_self hU, mul_one, Matrix.mul_assoc U]
    _ = _ := by rw [Matrix.diagonal_mul_diagonal]

/-- A multiple of the identity has the same value in every orbital. -/
theorem smul_one_eq_spectral {U : Matrix n n ℝ} (hU : U * Uᵀ = 1) (c : ℝ) :
    c • (1 : Matrix n n ℝ) = spectral U (fun _ => c) := by
  unfold spectral
  rw [← Matrix.smul_one_eq_diagonal, mul_smul_comm, mul_one, smul_mul_assoc, hU]

/-- For `t ≠ 0` the integrand has the Lorentzian values `k / (k² + t²)` in the orbitals of `K`. -/
theorem signKernel_spectral {U : Matrix n n ℝ} (hU : U * Uᵀ = 1) (k : n → ℝ)
    {t : ℝ} (ht : t ≠ 0) :
    signKernel (spectral U k) t = spectral U (fun m => k m / (k m ^ 2 + t ^ 2)) := by
  have hs : spectral U k ^ 2 + t ^ 2 • (1 : Matrix n n ℝ)
      = spectral U (fun m => k m ^ 2 + t ^ 2) := by
    rw [pow_two, spectral_mul hU, smul_one_eq_spectral hU]
    ext i j
    simp only [Matrix.add_apply, spectral_apply, ← Finset.sum_add_distrib]
    exact Finset.sum_congr rfl fun m _ => by ring
  have hi : (spectral U (fun m => k m ^ 2 + t ^ 2))⁻¹
      = spectral U (fun m => (k m ^ 2 + t ^ 2)⁻¹) := by
    apply Matrix.inv_eq_right_inv
    rw [spectral_mul hU, ← one_smul ℝ (1 : Matrix n n ℝ), smul_one_eq_spectral hU]
    congr 1
    funext m
    have : 0 < t ^ 2 := by positivity
    exact mul_inv_cancel₀ (by positivity)
  rw [signKernel, hs, hi, spectral_mul hU]
  simp only [div_eq_mul_inv]

/-- The Lorentzian `k / (k² + t²)` is integrable over `t > 0`, with integral `(π/2) sign k`. -/
theorem lorentzian_integral (k : ℝ) :
    Integrable (fun t : ℝ => k / (k ^ 2 + t ^ 2)) (volume.restrict (Ioi 0)) ∧
      ∫ t in Ioi (0 : ℝ), k / (k ^ 2 + t ^ 2) = Real.pi / 2 * Real.sign k := by
  have pos : ∀ a : ℝ, 0 < a →
      Integrable (fun t : ℝ => a / (a ^ 2 + t ^ 2)) (volume.restrict (Ioi 0)) ∧
        ∫ t in Ioi (0 : ℝ), a / (a ^ 2 + t ^ 2) = Real.pi / 2 := by
    intro a ha
    -- the antiderivative is arctan (t / a)
    have hd : ∀ t ∈ Ici (0 : ℝ),
        HasDerivAt (fun x : ℝ => Real.arctan (x / a)) (a / (a ^ 2 + t ^ 2)) t := by
      intro t _
      have h : HasDerivAt (fun x : ℝ => x / a) (1 / a) t := (hasDerivAt_id t).div_const a
      have e : 1 / (1 + (t / a) ^ 2) * (1 / a) = a / (a ^ 2 + t ^ 2) := by
        have e1 : 1 + (t / a) ^ 2 = (a ^ 2 + t ^ 2) / a ^ 2 := by
          rw [div_pow, add_div, div_self (by positivity)]
        have e2 : a ^ 2 + t ^ 2 ≠ 0 := by positivity
        rw [e1]
        field_simp
      exact h.arctan.congr_deriv e
    have hp : ∀ t ∈ Ioi (0 : ℝ), 0 ≤ a / (a ^ 2 + t ^ 2) := fun t _ => by positivity
    have hl : Tendsto (fun x : ℝ => Real.arctan (x / a)) atTop (𝓝 (Real.pi / 2)) :=
      (Real.tendsto_arctan_atTop.mono_right nhdsWithin_le_nhds).comp
        (tendsto_id.atTop_div_const ha)
    refine ⟨integrableOn_Ioi_deriv_of_nonneg' hd hp hl, ?_⟩
    rw [integral_Ioi_of_hasDerivAt_of_nonneg' hd hp hl]
    simp
  rcases lt_trichotomy k 0 with hk | hk | hk
  · -- the Lorentzian is odd in k
    have h := pos (-k) (by linarith)
    have e : (fun t : ℝ => k / (k ^ 2 + t ^ 2))
        = fun t : ℝ => -((-k) / ((-k) ^ 2 + t ^ 2)) := by
      funext t
      rw [neg_sq, neg_div, neg_neg]
    rw [e]
    refine ⟨h.1.neg, ?_⟩
    rw [integral_neg, h.2, Real.sign_of_neg hk]
    ring
  · subst hk
    simp
  · rw [Real.sign_of_pos hk, mul_one]
    exact pos k hk

/-- Resolvent formula: for `K = U diag(k) Uᵀ` with `U` orthogonal, every entry of `K (K² + t²)⁻¹` is
integrable over `t > 0`, and `(2/π)` times the integral is `U diag(sign k) Uᵀ`. -/
theorem resolventIntegral_eq_sign {U : Matrix n n ℝ} (hU : U * Uᵀ = 1) (k : n → ℝ) :
    (∀ i j, IntegrableOn (fun t => signKernel (spectral U k) t i j) (Ioi 0)) ∧
      resolventIntegral (spectral U k) = spectral U (fun m => Real.sign (k m)) := by
  have e : ∀ i j, EqOn (fun t => signKernel (spectral U k) t i j)
      (fun t => ∑ m, U i m * (k m / (k m ^ 2 + t ^ 2)) * U j m) (Ioi 0) := by
    intro i j t ht
    have ht' : t ≠ 0 := ne_of_gt ht
    simp only [signKernel_spectral hU k ht', spectral_apply]
  have hint : ∀ i j m, Integrable (fun t : ℝ => U i m * (k m / (k m ^ 2 + t ^ 2)) * U j m)
      (volume.restrict (Ioi 0)) :=
    fun i j m => ((lorentzian_integral (k m)).1.const_mul _).mul_const _
  constructor
  · intro i j
    exact (integrableOn_congr_fun (e i j) measurableSet_Ioi).mpr
      (integrable_finsetSum _ fun m _ => hint i j m)
  · ext i j
    -- integrate orbital by orbital
    rw [resolventIntegral, Matrix.of_apply, setIntegral_congr_fun measurableSet_Ioi (e i j),
      integral_finsetSum _ (fun m _ => hint i j m), spectral_apply, Finset.mul_sum]
    refine Finset.sum_congr rfl fun m _ => ?_
    rw [integral_mul_const, integral_const_mul, (lorentzian_integral (k m)).2]
    have := Real.pi_ne_zero
    field_simp

/-- For `K = U diag(k) Uᵀ` with `U` orthogonal, the resolvent integral of `K` squares to the
identity exactly when no `k m` vanishes. -/
theorem resolventIntegral_sq_eq_one_iff {U : Matrix n n ℝ} (hU : U * Uᵀ = 1) (k : n → ℝ) :
    resolventIntegral (spectral U k) ^ 2 = 1 ↔ ∀ m, k m ≠ 0 := by
  rw [(resolventIntegral_eq_sign hU k).2, pow_two, spectral_mul hU]
  constructor
  · intro h m hm
    -- return to the orbital basis and read off the diagonal entry
    have hD : ∀ D : Matrix n n ℝ, Uᵀ * (U * D * Uᵀ) * U = D := by
      intro D
      calc Uᵀ * (U * D * Uᵀ) * U = (Uᵀ * U) * D * (Uᵀ * U) := by
            simp only [Matrix.mul_assoc]
        _ = D := by rw [transpose_mul_self hU, one_mul, mul_one]
    have h1 := hD (diagonal fun m => Real.sign (k m) * Real.sign (k m))
    unfold spectral at h
    rw [h, mul_one, transpose_mul_self hU] at h1
    have h2 := congrFun (congrFun h1 m) m
    rw [Matrix.one_apply_eq, Matrix.diagonal_apply_eq, hm, Real.sign_zero] at h2
    norm_num at h2
  · intro h
    have hs : (fun m => Real.sign (k m) * Real.sign (k m)) = fun _ => (1 : ℝ) := by
      funext m
      rcases lt_or_gt_of_ne (h m) with hm | hm
      · rw [Real.sign_of_neg hm]; norm_num
      · rw [Real.sign_of_pos hm]; norm_num
    rw [hs, ← smul_one_eq_spectral hU, one_smul]

/-- If `U` is orthogonal and `μ` is not a level of `H = U diag(ε) Uᵀ`, then half of the identity
minus the resolvent integral of `H - μ` is the density matrix with levels below `μ` filled and those
above empty. -/
theorem densityMatrix_eq {U : Matrix n n ℝ} (hU : U * Uᵀ = 1) (ε : n → ℝ) (μ : ℝ)
    (hμ : ∀ m, ε m ≠ μ) :
    (1 / 2 : ℝ) • (1 - resolventIntegral (spectral U ε - μ • (1 : Matrix n n ℝ)))
      = spectral U (fun m => if ε m < μ then 1 else 0) := by
  have hs : spectral U ε - μ • (1 : Matrix n n ℝ) = spectral U (fun m => ε m - μ) := by
    rw [smul_one_eq_spectral hU]
    ext i j
    simp only [Matrix.sub_apply, spectral_apply, ← Finset.sum_sub_distrib]
    exact Finset.sum_congr rfl fun m _ => by ring
  have h1 : (1 : Matrix n n ℝ) = spectral U (fun _ => 1) := by
    rw [← smul_one_eq_spectral hU, one_smul]
  rw [hs, (resolventIntegral_eq_sign hU _).2, h1]
  ext i j
  simp only [Matrix.smul_apply, Matrix.sub_apply, spectral_apply, smul_eq_mul,
    ← Finset.sum_sub_distrib, Finset.mul_sum]
  refine Finset.sum_congr rfl fun m _ => ?_
  -- a filled level has sign -1, an empty one has sign +1
  rcases lt_or_gt_of_ne (hμ m) with hm | hm
  · rw [Real.sign_of_neg (sub_neg.mpr hm), if_pos hm]
    ring
  · rw [Real.sign_of_pos (sub_pos.mpr hm), if_neg (not_lt_of_ge hm.le)]
    ring

end

end ResolventDensityMatrix
```

```lean
#print axioms ResolventDensityMatrix.signKernel_eq_resolvents
#print axioms ResolventDensityMatrix.resolventIntegral_eq_sign
#print axioms ResolventDensityMatrix.resolventIntegral_sq_eq_one_iff
#print axioms ResolventDensityMatrix.densityMatrix_eq
```

```
'ResolventDensityMatrix.signKernel_eq_resolvents' depends on axioms: [propext, Classical.choice, Quot.sound]
'ResolventDensityMatrix.resolventIntegral_eq_sign' depends on axioms: [propext, Classical.choice, Quot.sound]
'ResolventDensityMatrix.resolventIntegral_sq_eq_one_iff' depends on axioms: [propext, Classical.choice, Quot.sound]
'ResolventDensityMatrix.densityMatrix_eq' depends on axioms: [propext, Classical.choice, Quot.sound]
```

## From matrices to scalars and back

`spectral_mul` and `smul_one_eq_spectral` supply the algebra in the orbital basis. With them, `signKernel_spectral` finds the inverse by exhibiting a matrix whose product with $K^2+t^2$ is the identity. The main theorem replaces the integrand by the orbital sum on $t>0$, exchanges sum and integral with `integral_finsetSum`, and inserts `lorentzian_integral`.

For the equivalence, `hD` undoes the rotation by $U$. A vanishing $k_m$ would then make a diagonal entry read $0=1$. The density-matrix theorem absorbs $\mu$ into the values and checks filled and empty levels separately. In the proof of `signKernel_eq_resolvents`, `key` treats any $c$ with $c^2=-t^2$ and is used for both $it$ and $-it$.

## Integrability from a nonnegative derivative

Exchanging sum and integral requires each Lorentzian to be integrable on an unbounded interval. Mathlib's `integrableOn_Ioi_deriv_of_nonneg'` provides this without a comparison function: if a function has a nonnegative derivative and a finite limit at infinity, that derivative is integrable. The inputs `hd`, `hp` and `hl` are the arctangent's derivative, its sign and its limit. A companion lemma takes the same three and returns the value. For negative $k$ the Lorentzian is negative, so the proof reduces that case to $-k$; for $k=0$ it vanishes.

## The inverse square root

Dropping the factor $K$ from the integrand leaves $1/(k_m^2+t^2)$, whose integral is $\pi/(2|k_m|)$ for $k_m\ne0$. For a real symmetric positive definite overlap matrix $S$, take $K=S^{1/2}$, so that $K^2=S$ and every $k_m>0$. The same argument by hand then gives

$$S^{-1/2}=\frac2\pi\int_0^\infty (S+t^2)^{-1}\,dt,$$

the matrix used in Löwdin orthogonalisation.
